# Expansion of the thermal factor 1/sinh² y in weighted Boltzmann exponentials for y > 0

For a real number y > 0, the lemma states that the series with terms 4n e^(−2ny), n = 0, 1, 2, …, converges to 1/sinh² y. In physical terms, a thermal factor is expanded in Boltzmann exponentials with weights 4n; y is a dimensionless variable, and no Hamiltonian or particular system enters the statement. The attempt takes the known sum of n rⁿ, namely r/(1 − r)², at r = e^(−2y), which is less than 1 in norm, and multiplies it by 4. It then tries to match the result to 1/sinh² y by writing both in terms of u = e^(−y).

The failing Lean file:

```lean
import Mathlib

open MeasureTheory Filter Set Topology

namespace SpinCoulombDrag

noncomputable section

/-- The thermal factor `1 / sinh² y` is a sum of Boltzmann exponentials. -/
theorem hasSum_thermal_factor {y : ℝ} (hy : 0 < y) :
    HasSum (fun n : ℕ => 4 * ((n : ℝ) * Real.exp (-(2 * y)) ^ n)) (1 / Real.sinh y ^ 2) := by
  have hr : ‖Real.exp (-(2 * y))‖ < 1 := by
    rw [Real.norm_eq_abs, abs_of_pos (Real.exp_pos _)]
    exact Real.exp_lt_one (by linarith)
  have h := (hasSum_coe_mul_geometric_of_norm_lt_one hr).mul_left 4
  convert h using 1
  have e : Real.exp (-(2 * y)) = Real.exp (-y) ^ 2 := by
    rw [← Real.exp_nat_mul]
    congr 1
    push_cast
    ring
  have e2 : Real.exp y = (Real.exp (-y))⁻¹ := by rw [Real.exp_neg, inv_inv]
  have u0 := Real.exp_pos (-y)
  rw [Real.sinh_eq, e, e2]
  generalize Real.exp (-y) = u at u0 ⊢
  have hu : u⁻¹ * u = 1 := inv_mul_cancel₀ u0.ne'
  have hs : (u⁻¹ - u) / 2 = (1 - u ^ 2) / (2 * u) := by
    rw [eq_div_iff (by positivity)]
    linear_combination hu
  rw [hs, div_pow, one_div_div, mul_pow]
  ring

end

end SpinCoulombDrag
```

Messages:

```
Main.lean:14:10: error(lean.unknownIdentifier): Unknown constant `Real.exp_lt_one`
Main.lean:24:6: error: Tactic `rewrite` failed: Did not find an occurrence of the pattern
  Real.sinh ?x
in the target expression
  Real.instAddCommMonoid =
    CommRing.toNonUnitalCommRing.toNonUnitalNonAssocCommRing.toNonUnitalNonAssocSemiring.toAddCommMonoid

case e'_3
y : ℝ
hy : 0 < y
hr : ‖Real.exp (-(2 * y))‖ < 1
h : HasSum (fun i => 4 * (↑i * Real.exp (-(2 * y)) ^ i)) (4 * (Real.exp (-(2 * y)) / (1 - Real.exp (-(2 * y))) ^ 2))
e : Real.exp (-(2 * y)) = Real.exp (-y) ^ 2
e2 : Real.exp y = (Real.exp (-y))⁻¹
u0 : 0 < Real.exp (-y)
⊢ Real.instAddCommMonoid =
    CommRing.toNonUnitalCommRing.toNonUnitalNonAssocCommRing.toNonUnitalNonAssocSemiring.toAddCommMonoid
```

There are two separate errors. The first is a name: Lean knows no constant `Real.exp_lt_one`. The repair uses the equivalence `Real.exp_lt_one_iff`, whose direction `.2` gives the bound from the negativity of the exponent, which `linarith` still proves.

The second comes from `convert h using 1`. This was meant to leave the equation between the two values of the sum, but the goal Lean presents first is an equality between two instances of the additive commutative monoid structure on the reals. The tactics that follow therefore work on that goal, and `rw [Real.sinh_eq, e, e2]` fails at its first step because no `Real.sinh` occurs there.

The repair states the intended equation outright with `suffices`. Given that equation as `hv`, `rw [hv]` puts the sum's value in the form found in `h`, and `exact h` closes the goal, since Lean accepts the two instances as equal by definition. What remains to be proved is the equation itself, which does contain `Real.sinh`, so the old algebra goes through unchanged.

The change, after which it compiles:

```diff
@@ -12,7 +12,10 @@
   have hr : ‖Real.exp (-(2 * y))‖ < 1 := by
     rw [Real.norm_eq_abs, abs_of_pos (Real.exp_pos _)]
-    exact Real.exp_lt_one (by linarith)
+    exact Real.exp_lt_one_iff.2 (by linarith)
   have h := (hasSum_coe_mul_geometric_of_norm_lt_one hr).mul_left 4
-  convert h using 1
+  suffices hv : 1 / Real.sinh y ^ 2 =
+      4 * (Real.exp (-(2 * y)) / (1 - Real.exp (-(2 * y))) ^ 2) by
+    rw [hv]
+    exact h
   have e : Real.exp (-(2 * y)) = Real.exp (-y) ^ 2 := by
     rw [← Real.exp_nat_mul]
```
